# Velocity-form plane-wave photoemission from hydrogenic s orbitals: for k > 0 the 2s amplitude vanishes only at k = Z/2 (atomic units), the 1s amplitude nowhere

## Where does the plane-wave 2s cross section vanish?

To turn photoemission intensities into orbital weights, I divide each intensity by a plane-wave cross section. Before dividing, I need to know whether that cross section vanishes anywhere in my energy window. For hydrogen, in atomic units, I believe the 2s amplitude is

∫₀^∞ r(1 − r/2) e^(−r/2) sin(kr) dr = k(2k² − 1/2)/(k² + 1/4)³,

which for k > 0 changes sign only at k = 1/2, while the 1s amplitude stays positive. Is the radial node responsible for this Cooper-type zero? I would like to see a full derivation and a proof checked in Lean 4 with Mathlib.

## The zero sits at k = Z/2, but a node alone does not guarantee one

Your formula and both sign statements are correct, and they extend to any nuclear charge Z > 0. The node needs more care: some radial functions with a node have no zero in their amplitude.

Use atomic units and write u(r) = r R(r) for the reduced radial function of an s orbital. Its overlap with a plane wave of momentum k is proportional to A(k)/k, where

A(k) = ∫₀^∞ u(r) sin(kr) dr.

In velocity form, the momentum operator acting on the plane wave contributes a factor k, which cancels the 1/k. After integration over angles the squared matrix element is proportional to A(k)². The density of final states gives a factor k, and the velocity form a factor 1/ω, where the photon energy is ω = k²/2 + E for binding energy E. Up to a constant,

σ(k) = k A(k)²/(k²/2 + E).

Both orbitals belong to the family u(r) = r(1 − br) e^(−ar) with a > 0. Put s = a − ik, so that A(k) is the imaginary part of ∫₀^∞ (r − br²) e^(−sr) dr. Integrating by parts twice gives the antiderivative

−e^(−sr) [(r − br²)/s + (1 − 2br)/s² − 2b/s³].

It tends to zero at infinity, so the integral is minus its value at r = 0:

A(k) = Im(1/s² − 2b/s³).

Since 1/s = (a + ik)/(a² + k²), the two imaginary parts are

Im(1/s²) = 2ak/(a² + k²)²,

Im(1/s³) = (3a²k − k³)/(a² + k²)³.

Over a common denominator this becomes

A(k) = 2k[(a + b)k² − a²(3b − a)]/(a² + k²)³.

Now let b ≥ 0 and k > 0. The amplitude vanishes when (a + b)k² = a²(3b − a), and this has a positive solution exactly when a < 3b. The function with a = 4, b = 1 has a node at r = 1, but its bracket is 5k² + 16, which is never zero. It is not a bound state of a local potential that is finite at the node: for such a state the Schrödinger equation gives u″ = 0 there, whereas in this family u″(1/b) = 2(a − b)e^(−a/b). That condition forces a = b, as in 2s, and then a zero always exists.

For 2s, a = b = Z/2 and

A(k) = 2kZ(k − Z/2)(k + Z/2)/(k² + Z²/4)³,

which has the sign of k − Z/2. For 1s, a = Z and b = 0, so

A(k) = 2kZ/(k² + Z²)² > 0.

### Hydrogen at three momenta

Take Z = 1 in the 2s formula.

- At k = 1/4, A = (1/4)(−3/8)/(5/16)³ = −384/125 = −3.072.
- At k = 1/2, A = 0.
- At k = 1, A = (3/2)/(5/4)³ = 96/125 = 0.768.

These values belong to the unnormalised function. The normalised 2s function carries a factor Z^(3/2)/√2, which gives −2.172, 0 and 0.543. At k = 1 the 1s amplitude is 1/2, or 1 with its normalisation factor 2Z^(3/2).

### A nodeless radial function with a zero

The existence criterion can fail without b ≥ 0. Take a = 1 and b = −2, so u(r) = r(1 + 2r) e^(−r), which has no node for r > 0. The condition a < 3b is false, yet

A(k) = 2k(7 − k²)/(1 + k²)³

vanishes at k = √7. Here u(r)/r rises from r = 0, unlike an s orbital at an attractive point nucleus, so the example tests the hypothesis b ≥ 0 and is not an atomic orbital.

### The Lean file

```lean
import Mathlib

open MeasureTheory Set Filter Asymptotics

namespace PlaneWavePhotoemission

noncomputable section

/-- Velocity-form plane-wave photoemission amplitude, up to a constant and an angular factor, of an
s orbital with reduced radial function `u` at photoelectron momentum `k`. -/
def amplitude (u : ℝ → ℝ) (k : ℝ) : ℝ := ∫ r in Ioi (0 : ℝ), u r * Real.sin (k * r)

/-- Angle-integrated plane-wave cross section of an s orbital with reduced radial function `u`, in
velocity form and atomic units, up to a constant factor; the physical domain is binding energy
`E > 0` and photoelectron momentum `k > 0`. -/
def crossSection (E : ℝ) (u : ℝ → ℝ) (k : ℝ) : ℝ := k * amplitude u k ^ 2 / (k ^ 2 / 2 + E)

/-- Reduced radial function with decay constant `a` and node parameter `b`. -/
def nodedOrbital (a b r : ℝ) : ℝ := r * (1 - b * r) * Real.exp (-(a * r))

/-- Unnormalised reduced radial function of the hydrogenic 1s orbital, nuclear charge `Z`. -/
def orbital1s (Z r : ℝ) : ℝ := r * Real.exp (-(Z * r))

/-- Unnormalised reduced radial function of the hydrogenic 2s orbital, nuclear charge `Z`. -/
def orbital2s (Z r : ℝ) : ℝ := r * (1 - Z * r / 2) * Real.exp (-(Z * r / 2))

/-- A quadratic times a decaying exponential times a factor bounded by one decays at least
at half the exponential rate. -/
theorem decay_bound {a : ℝ} (ha : 0 < a) (x y z : ℝ) {g : ℝ → ℝ} (hg : ∀ r, |g r| ≤ 1) :
    (fun r => (x + y * r + z * (r * r)) * Real.exp (-(a * r)) * g r) =O[atTop]
      fun r => Real.exp (-(a / 2) * r) := by
  have h (n : ℕ) (c : ℝ) :=
    (isLittleO_pow_exp_pos_mul_atTop (k := n) (half_pos ha)).isBigO.const_mul_left c
  have hb : g =O[atTop] fun _ => (1 : ℝ) :=
    IsBigO.of_bound 1 (Eventually.of_forall fun r => by simpa using hg r)
  refine (((((h 0 x).add (h 1 y)).add (h 2 z)).mul
    (isBigO_refl (fun r : ℝ => Real.exp (-(a * r))) atTop)).mul hb).congr
    (fun r => ?_) (fun r => ?_)
  · show (x * r ^ 0 + y * r ^ 1 + z * r ^ 2) * Real.exp (-(a * r)) * g r =
      (x + y * r + z * (r * r)) * Real.exp (-(a * r)) * g r
    ring
  · show Real.exp (a / 2 * r) * Real.exp (-(a * r)) * 1 = Real.exp (-(a / 2) * r)
    rw [mul_one, ← Real.exp_add]
    congr 1
    ring

/-- The amplitude integral of `nodedOrbital a b` converges absolutely for `a > 0`. -/
theorem integrableOn_noded {a : ℝ} (ha : 0 < a) (b k : ℝ) :
    IntegrableOn (fun r => nodedOrbital a b r * Real.sin (k * r)) (Ioi 0) := by
  unfold nodedOrbital
  refine integrable_of_isBigO_exp_neg (half_pos ha) (by fun_prop) ?_
  exact (decay_bound ha 0 1 (-b) (fun r => Real.abs_sin_le_one (k * r))).congr_left
    (fun r => by ring)

/-- Closed form of the amplitude of `nodedOrbital a b` for positive decay constant `a`. -/
theorem amplitude_noded {a : ℝ} (ha : 0 < a) (b k : ℝ) :
    amplitude (nodedOrbital a b) k =
      2 * k * ((a + b) * k ^ 2 - a ^ 2 * (3 * b - a)) / (a ^ 2 + k ^ 2) ^ 3 := by
  have hD : a ^ 2 + k ^ 2 ≠ 0 := by positivity
  -- coefficients of an antiderivative (quadratic) * exp * sin + (quadratic) * exp * cos
  obtain ⟨p0, p1, p2, q0, q1, q2, h1, h2, h3, h4, h5, h6, h0⟩ :
      ∃ p0 p1 p2 q0 q1 q2 : ℝ, p1 = a * p0 + k * q0 ∧ 2 * p2 = a * p1 + k * q1 + 1 ∧
        a * p2 + k * q2 = b ∧ q1 = a * q0 - k * p0 ∧ 2 * q2 = a * q1 - k * p1 ∧
        k * p2 = a * q2 ∧
        -q0 = 2 * k * ((a + b) * k ^ 2 - a ^ 2 * (3 * b - a)) / (a ^ 2 + k ^ 2) ^ 3 := by
    refine ⟨(2 * b * (a ^ 3 - 3 * a * k ^ 2) - (a ^ 2 - k ^ 2) * (a ^ 2 + k ^ 2)) /
        (a ^ 2 + k ^ 2) ^ 3,
      (2 * b * (a ^ 2 - k ^ 2) - a * (a ^ 2 + k ^ 2)) / (a ^ 2 + k ^ 2) ^ 2,
      a * b / (a ^ 2 + k ^ 2),
      (2 * b * (3 * a ^ 2 * k - k ^ 3) - 2 * a * k * (a ^ 2 + k ^ 2)) / (a ^ 2 + k ^ 2) ^ 3,
      (4 * a * b * k - k * (a ^ 2 + k ^ 2)) / (a ^ 2 + k ^ 2) ^ 2,
      k * b / (a ^ 2 + k ^ 2), ?_, ?_, ?_, ?_, ?_, ?_, ?_⟩ <;> field_simp <;> ring
  have hexp : Tendsto (fun r : ℝ => Real.exp (-(a / 2) * r)) atTop (nhds 0) :=
    Real.tendsto_exp_atBot.comp (tendsto_id.const_mul_atTop_of_neg (by linarith))
  have hT := ((decay_bound ha p0 p1 p2 (fun r => Real.abs_sin_le_one (k * r))).add
    (decay_bound ha q0 q1 q2 (fun r => Real.abs_cos_le_one (k * r)))).trans_tendsto hexp
  rw [← h0]
  unfold amplitude
  refine (integral_Ioi_of_hasDerivAt_of_tendsto' (fun r _ => ?_)
    (integrableOn_noded ha b k) hT).trans (by simp)
  show HasDerivAt _ (nodedOrbital a b r * Real.sin (k * r)) r
  have hi := hasDerivAt_id' r
  have hE := (hi.const_mul a).fun_neg.exp
  have hP (x y z : ℝ) := ((hi.const_mul y).const_add x).fun_add ((hi.fun_mul hi).const_mul z)
  refine ((((hP p0 p1 p2).fun_mul hE).fun_mul (hi.const_mul k).sin).fun_add
    (((hP q0 q1 q2).fun_mul hE).fun_mul (hi.const_mul k).cos)).congr_deriv ?_
  unfold nodedOrbital
  linear_combination
    Real.exp (-(a * r)) * Real.sin (k * r) * (h1 + r * h2 - r ^ 2 * h3) +
    Real.exp (-(a * r)) * Real.cos (k * r) * (h4 + r * h5 + r ^ 2 * h6)

/-- For `a > 0` and `b ≥ 0`, the amplitude of `nodedOrbital a b` vanishes at some positive
momentum exactly when `a < 3 * b`. -/
theorem exists_zero_iff {a b : ℝ} (ha : 0 < a) (hb : 0 ≤ b) :
    (∃ k, 0 < k ∧ amplitude (nodedOrbital a b) k = 0) ↔ a < 3 * b := by
  have hab : 0 < a + b := by linarith
  constructor
  · rintro ⟨k, hk, h⟩
    have hD : (a ^ 2 + k ^ 2) ^ 3 ≠ 0 := by positivity
    have h2k : 2 * k ≠ 0 := by positivity
    rw [amplitude_noded ha, div_eq_zero_iff, or_iff_left hD, mul_eq_zero,
      or_iff_right h2k] at h
    by_contra hn
    have h3 : 0 ≤ a ^ 2 * (a - 3 * b) := mul_nonneg (sq_nonneg a) (by linarith)
    have h4 : 0 < (a + b) * k ^ 2 := by positivity
    linarith
  · intro h
    have hq : 0 < a ^ 2 * (3 * b - a) / (a + b) :=
      div_pos (mul_pos (by positivity) (by linarith)) hab
    refine ⟨Real.sqrt (a ^ 2 * (3 * b - a) / (a + b)), Real.sqrt_pos.2 hq, ?_⟩
    rw [amplitude_noded ha, Real.sq_sqrt hq.le, mul_div_cancel₀ _ hab.ne', sub_self,
      mul_zero, zero_div]

/-- The hydrogen 2s integral (nuclear charge one) in closed form. -/
theorem hydrogen_2s_integral (k : ℝ) :
    ∫ r in Ioi (0 : ℝ), r * (1 - r / 2) * Real.exp (-(r / 2)) * Real.sin (k * r) =
      k * (2 * k ^ 2 - 1 / 2) / (k ^ 2 + 1 / 4) ^ 3 := by
  have h := amplitude_noded (a := 1 / 2) (by norm_num) (1 / 2) k
  unfold amplitude nodedOrbital at h
  have hs : (fun r : ℝ => r * (1 - r / 2) * Real.exp (-(r / 2)) * Real.sin (k * r)) =
      fun r => r * (1 - 1 / 2 * r) * Real.exp (-(1 / 2 * r)) * Real.sin (k * r) := by
    ext r
    rw [show r / 2 = 1 / 2 * r by ring]
  rw [hs, h]
  congr 1 <;> ring

/-- For positive nuclear charge and momentum, the 2s amplitude is negative below `k = Z / 2`,
zero there and positive above, while the 1s amplitude is positive. -/
theorem cooper_zero {Z k : ℝ} (hZ : 0 < Z) (hk : 0 < k) :
    (amplitude (orbital2s Z) k < 0 ↔ k < Z / 2) ∧
    (amplitude (orbital2s Z) k = 0 ↔ k = Z / 2) ∧
    (0 < amplitude (orbital2s Z) k ↔ Z / 2 < k) ∧
    0 < amplitude (orbital1s Z) k := by
  have h2 : orbital2s Z = nodedOrbital (Z / 2) (Z / 2) := by
    ext r
    unfold orbital2s nodedOrbital
    rw [show Z * r / 2 = Z / 2 * r by ring]
  have h1 : orbital1s Z = nodedOrbital Z 0 := by
    ext r
    unfold orbital1s nodedOrbital
    ring
  -- the 2s amplitude is a positive factor times the signed displacement `k - Z / 2`
  obtain ⟨C, hC, hA⟩ : ∃ C, 0 < C ∧ amplitude (orbital2s Z) k = C * (k - Z / 2) := by
    refine ⟨2 * k * Z * (k + Z / 2) / ((Z / 2) ^ 2 + k ^ 2) ^ 3, by positivity, ?_⟩
    rw [h2, amplitude_noded (half_pos hZ)]
    ring
  rw [hA]
  refine ⟨⟨fun h => ?_, fun h => mul_neg_of_pos_of_neg hC (by linarith)⟩,
    ⟨fun h => ?_, fun h => by rw [h, sub_self, mul_zero]⟩,
    ⟨fun h => ?_, fun h => mul_pos hC (by linarith)⟩, ?_⟩
  · by_contra hn
    have := mul_nonneg hC.le (sub_nonneg.2 (not_lt.1 hn))
    linarith
  · exact sub_eq_zero.1 ((mul_eq_zero.1 h).resolve_left hC.ne')
  · by_contra hn
    have := mul_nonneg hC.le (sub_nonneg.2 (not_lt.1 hn))
    linarith
  · rw [h1, amplitude_noded hZ]
    have hnum : 0 < (Z + 0) * k ^ 2 - Z ^ 2 * (3 * 0 - Z) := by
      have : 0 < Z * k ^ 2 + Z ^ 3 := by positivity
      linarith
    exact div_pos (mul_pos (by positivity) hnum) (by positivity)

/-- With hydrogenic binding energies and positive charge and momentum, the velocity-form 2s cross
section vanishes exactly at `k = Z / 2`, and the 1s cross section is positive. -/
theorem crossSection_zero {Z k : ℝ} (hZ : 0 < Z) (hk : 0 < k) :
    (crossSection (Z ^ 2 / 8) (orbital2s Z) k = 0 ↔ k = Z / 2) ∧
    0 < crossSection (Z ^ 2 / 2) (orbital1s Z) k := by
  obtain ⟨-, hzero, -, hpos⟩ := cooper_zero hZ hk
  have hD : k ^ 2 / 2 + Z ^ 2 / 8 ≠ 0 := by positivity
  unfold crossSection
  constructor
  · rw [div_eq_zero_iff, or_iff_left hD, mul_eq_zero, or_iff_right hk.ne',
      pow_eq_zero_iff two_ne_zero]
    exact hzero
  · exact div_pos (mul_pos hk (pow_pos hpos 2)) (by positivity)

end

end PlaneWavePhotoemission
```

```lean
#print axioms PlaneWavePhotoemission.amplitude_noded
#print axioms PlaneWavePhotoemission.exists_zero_iff
#print axioms PlaneWavePhotoemission.hydrogen_2s_integral
#print axioms PlaneWavePhotoemission.crossSection_zero
```

```
'PlaneWavePhotoemission.amplitude_noded' depends on axioms: [propext, Classical.choice, Quot.sound]
'PlaneWavePhotoemission.exists_zero_iff' depends on axioms: [propext, Classical.choice, Quot.sound]
'PlaneWavePhotoemission.hydrogen_2s_integral' depends on axioms: [propext, Classical.choice, Quot.sound]
'PlaneWavePhotoemission.crossSection_zero' depends on axioms: [propext, Classical.choice, Quot.sound]
```

### What the Lean statements say about the model

`amplitude u k` is the Lebesgue integral of u(r) sin(kr) over `Ioi 0`, the open half-line r > 0. Lean assigns the value 0 to an integral that does not converge absolutely, so `integrableOn_noded` is what makes a vanishing amplitude a genuine cancellation. `nodedOrbital a b` is the two-parameter family, while `orbital1s Z` and `orbital2s Z` are the unnormalised hydrogenic functions. Normalisation moves no zero and changes no sign, but it must be restored before calculated 1s and 2s cross sections are compared.

`amplitude_noded` gives the closed form for a > 0 and all real b and k. `exists_zero_iff` adds b ≥ 0 and says that a zero at some positive momentum exists if and only if `a < 3 * b`. `hydrogen_2s_integral` is your formula, valid for every real k.

`cooper_zero` assumes Z > 0 and k > 0. It states that the 2s amplitude is negative, zero or positive exactly when k is below, at or above Z/2, and that the 1s amplitude is positive. `crossSection_zero` carries this over to σ(k), with the hydrogenic binding energies Z²/8 for 2s and Z²/2 for 1s inserted by hand.

The cross-section formula is a definition; the file does not derive it from time-dependent perturbation theory. The model has one electron, a point nucleus and no relativity, and its final state ignores the attraction of the ion. That last idealisation matters for the name "Cooper". A Cooper minimum in an atom comes from a sign change in a dipole matrix element with a continuum state of the ionic potential, whereas here the zero is that of the 2s orbital's momentum-space wave function. With exact Coulomb continuum states, hydrogenic 2s photoionisation has no such zero. The position of the zero also depends on the velocity form: in length form the plane-wave matrix element is proportional to the k-derivative of A(k)/k, which for 2s vanishes at k = Z/√2 instead. For your normalisation step, the zero at k = Z/2 lies at photoelectron energy Z²/8 and photon energy Z²/4, in hartree. The velocity-form plane-wave 2s cross section of this one-electron model cannot be used as a divisor there, and close to that energy the division magnifies any error in the intensity or the model.

### From the antiderivative to the signs

`decay_bound` shows that a quadratic times e^(−ar) times a bounded function is at most of order e^(−ar/2) at large r. It serves twice: `integrableOn_noded` uses it for absolute convergence, and `amplitude_noded` uses it to remove the boundary term at infinity.

The proof of `amplitude_noded` is the integration above in real form. The imaginary part of the complex antiderivative is

(p0 + p1 r + p2 r²) e^(−ar) sin(kr) + (q0 + q1 r + q2 r²) e^(−ar) cos(kr).

The `obtain` step supplies the six coefficients. Equations `h1` to `h6` say that differentiation returns the integrand: the sine terms must match r − br², and the cosine terms must cancel. The final `linear_combination` assembles these equations into the derivative identity. The fundamental theorem of calculus on the half-line then gives the integral as −q0, and `h0` identifies this with the closed form.

In `exists_zero_iff`, the forward direction removes the nonzero factors 2k and (a² + k²)³. If a ≥ 3b, the remaining bracket would be strictly positive, a contradiction. The reverse direction exhibits the root

k = √(a²(3b − a)/(a + b)).

`hydrogen_2s_integral` sets a = b = 1/2 in the closed form. `cooper_zero` first identifies the two hydrogenic orbitals as members of the family, then writes the 2s amplitude as C(k − Z/2) with

C = 2kZ(k + Z/2)/((Z/2)² + k²)³ > 0.

The three sign equivalences follow from this factorisation, and the 1s amplitude is positive because its numerator and denominator are. In `crossSection_zero`, the factor k and the denominator are both positive, so the 2s cross section vanishes exactly where its amplitude does, and the 1s cross section is positive.
